# Error bound for the one-dimensional limit of the nodeless Tan–Inkson ring levels

A code that replaces a two-dimensional quantum ring by a one-dimensional one drops the radial energy and keeps only the motion around the circle. For one non-interacting electron in the Tan–Inkson confinement, the error that remains once the dropped radial energy is accounted for has an explicit bound.

In units $\hbar=m^*=1$ the confinement is $a_1/r^2+a_2r^2$ with $a_1,a_2>0$. Let $m$ be the integer angular momentum, $\phi$ the flux of a thin solenoid through the centre, in flux quanta, $v=m-\phi$, and $\omega_c$ the signed cyclotron frequency of a uniform perpendicular field, positive when this field points opposite to the direction in which $\phi$ is counted positive. With

$$M=\sqrt{v^2+2a_1},\qquad W=\sqrt{2a_2+\omega_c^2/4},$$

the function $f(r)=r^Me^{-Wr^2/2}$ solves the radial equation with energy $E=W(M+1)+\omega_cv/2$. Here $W$ is also the zero-point energy of the radial oscillation, the same for every $m$. If $a_2=a_1/r_0^4$, the potential has its minimum value $2a_1/r_0^2$ at $r_0$, the one-dimensional energy is $(v+\omega_cr_0^2/2)^2/(2r_0^2)$, and

$$0\le\frac{(v+\omega_cr_0^2/2)^2}{2r_0^2}-\Big(E-W-\frac{2a_1}{r_0^2}\Big)\le\frac{\big(v^2-(\omega_cr_0^2/2)^2\big)^2}{16\,a_1r_0^2}.$$

## Choosing $a_1$ and testing a radial solver

For a tolerance $\varepsilon$, it suffices to take $a_1\ge(v^2-(\omega_cr_0^2/2)^2)^2/(16r_0^2\varepsilon)$ for every $v$ in use. With $r_0=1$, $\omega_c=0$, $v=1$ and $a_1=50$, the two-dimensional level gives $10\sqrt{101}-100\approx0.49876$ against the one-dimensional value $0.5$. The difference is $0.00124$ and the bound is $0.00125$.

The closed form also supplies a reference energy for a discretised radial Hamiltonian. To compare wavefunctions, multiply $f$ by $\sqrt{2W^{M+1}/\Gamma(M+1)}$, which normalises it with weight $r$.

## From the radial equation to the bound

The radial Hamiltonian is

$$Hf=-\tfrac12\Big(f''+\frac{f'}r-\frac{v^2}{r^2}f\Big)+\Big(\frac{\omega_cv}2+\frac{\omega_c^2r^2}8+\frac{a_1}{r^2}+a_2r^2\Big)f.$$

Differentiating $f$ gives $f'=(M/r-Wr)f$ and

$$f''=\Big[-\frac M{r^2}-W+\Big(\frac Mr-Wr\Big)^2\Big]f.$$

Hence $f''+f'/r=[M^2/r^2-2W(M+1)+W^2r^2]f$, and

$$\frac{Hf}f=\frac{v^2+2a_1-M^2}{2r^2}+\frac{r^2}2\Big(2a_2+\frac{\omega_c^2}4-W^2\Big)+W(M+1)+\frac{\omega_cv}2.$$

The first two terms vanish by the definitions of $M$ and $W$, which leaves $E$. The state is square integrable because $f^2r=r^{2M+1}e^{-Wr^2}$ has a positive power at the origin and Gaussian decay.

At fixed $\omega_c$, $\partial M/\partial\phi=-v/M$, so $\partial E/\partial\phi=-(Wv/M+\omega_c/2)$. Minus this derivative is the persistent current of the level, up to units and sign convention.

Now set $a_2=a_1/r_0^4$. Completing the square gives

$$\frac{a_1}{r^2}+\frac{a_1r^2}{r_0^4}-\frac{2a_1}{r_0^2}=\frac{a_1(r^2-r_0^2)^2}{r^2r_0^4},$$

which is nonnegative and vanishes for $r>0$ only at $r_0$.

Write $A=v^2$, $B=(\omega_cr_0^2/2)^2$, $P=r_0^2WM$ and $S=2a_1+(A+B)/2$. Since $r_0^4W^2=2a_1+B$,

$$P^2=(2a_1+A)(2a_1+B),\qquad S^2-P^2=\frac{(A-B)^2}4.$$

Thus $P$ is the geometric mean and $S$ the arithmetic mean of the same two numbers, so $P\le S$. Both are at least $2a_1$, hence

$$0\le S-P=\frac{(A-B)^2}{4(S+P)}\le\frac{(A-B)^2}{16a_1}.$$

Expanding the square in the one-dimensional energy shows that the difference to be bounded is $(S-P)/r_0^2$. In floating point, the quotient form avoids subtracting $P$ from $S$, which are nearly equal when $a_1$ is large.

As $a_1\to\infty$ at fixed $r_0$, the radial state narrows around $r_0$, the bound vanishes and $E-W-2a_1/r_0^2$ tends to $(v+\omega_cr_0^2/2)^2/(2r_0^2)$. At $\omega_c=0$, $W=\sqrt{2a_1}/r_0^2$, so $2a_1/r_0^2=W\sqrt{2a_1}$ and $E-W(1+\sqrt{2a_1})\to v^2/(2r_0^2)$.

## The Lean file

```lean
import Mathlib

open Filter Topology

namespace TanInksonRing

noncomputable section

/-- The ring-shaped confinement `a1 / r² + a2 r²`. -/
def ringPotential (a1 a2 r : ℝ) : ℝ := a1 / r ^ 2 + a2 * r ^ 2

/-- The effective angular momentum `M = √(v² + 2 a1)`. -/
def effAngMom (a1 v : ℝ) : ℝ := √(v ^ 2 + 2 * a1)

/-- The radial frequency `W = √(2 a2 + wc² / 4)`. -/
def radialFreq (a2 wc : ℝ) : ℝ := √(2 * a2 + wc ^ 2 / 4)

/-- The planar radial Hamiltonian (units `ħ = m* = 1`) at flux-shifted angular momentum `v`
and cyclotron frequency `wc`, applied to `f` at radius `r`. -/
def radialHamiltonian (a1 a2 wc v : ℝ) (f : ℝ → ℝ) (r : ℝ) : ℝ :=
  -(1 / 2) * (deriv (deriv f) r + deriv f r / r - v ^ 2 / r ^ 2 * f r)
    + (wc * v / 2 + wc ^ 2 / 8 * r ^ 2 + ringPotential a1 a2 r) * f r

/-- The radial function `r^M exp(-W r² / 2)`. -/
def radialState (M W r : ℝ) : ℝ := r ^ M * Real.exp (-W * r ^ 2 / 2)

/-- The energy `W (M + 1) + wc v / 2`. -/
def ringEnergy (a1 a2 wc v : ℝ) : ℝ :=
  radialFreq a2 wc * (effAngMom a1 v + 1) + wc * v / 2

/-- The slope of the radial function at `r > 0` is `(M / r - W r)` times the function. -/
theorem hasDerivAt_radialState (M W : ℝ) {r : ℝ} (hr : 0 < r) :
    HasDerivAt (radialState M W) ((M / r - W * r) * radialState M W r) r := by
  have h1 : HasDerivAt (fun s : ℝ => s ^ M) (M * r ^ (M - 1)) r :=
    Real.hasDerivAt_rpow_const (Or.inl hr.ne')
  have h : HasDerivAt (fun s : ℝ => -W * s ^ 2 / 2) (-W * r) r := by
    refine (((hasDerivAt_pow 2 r).const_mul (-W)).div_const 2).congr_deriv ?_
    show -W * (((2 : ℕ) : ℝ) * r ^ 1) / 2 = -W * r
    push_cast
    ring
  refine (h1.fun_mul h.exp).congr_deriv ?_
  rw [Real.rpow_sub_one hr.ne']
  unfold radialState
  ring

/-- The curvature of the radial function at `r > 0`. -/
theorem deriv_deriv_radialState (M W : ℝ) {r : ℝ} (hr : 0 < r) :
    deriv (deriv (radialState M W)) r
      = ((-M / r ^ 2 - W) + (M / r - W * r) ^ 2) * radialState M W r := by
  have e : deriv (radialState M W) =ᶠ[𝓝 r]
      fun s => (M / s - W * s) * radialState M W s := by
    filter_upwards [Ioi_mem_nhds hr] with s hs
    exact (hasDerivAt_radialState M W hs).deriv
  have h : HasDerivAt (fun s : ℝ => M / s - W * s) (-M / r ^ 2 - W) r := by
    have e' : (fun s : ℝ => M / s - W * s) = fun s => M * s⁻¹ - W * s := by
      funext s
      rw [div_eq_mul_inv]
    rw [e']
    exact (((hasDerivAt_inv hr.ne').const_mul M).fun_sub
      ((hasDerivAt_id' r).const_mul W)).congr_deriv (by ring)
  rw [e.deriv_eq, (h.fun_mul (hasDerivAt_radialState M W hr)).deriv]
  ring

/-- For angular momentum `m` and flux `φ`, the function `r^M exp(-W r² / 2)` solves the radial
Schrödinger equation of the ring at every `r > 0`, with energy `W (M + 1) + wc (m - φ) / 2`. -/
theorem radial_schrodinger {a1 a2 : ℝ} (h1 : 0 < a1) (h2 : 0 < a2) (wc φ : ℝ) (m : ℤ)
    {r : ℝ} (hr : 0 < r) :
    radialHamiltonian a1 a2 wc (m - φ)
        (radialState (effAngMom a1 (m - φ)) (radialFreq a2 wc)) r
      = ringEnergy a1 a2 wc (m - φ)
        * radialState (effAngMom a1 (m - φ)) (radialFreq a2 wc) r := by
  have hM : effAngMom a1 (m - φ) ^ 2 = ((m : ℝ) - φ) ^ 2 + 2 * a1 :=
    Real.sq_sqrt (by positivity)
  have hW : radialFreq a2 wc ^ 2 = 2 * a2 + wc ^ 2 / 4 := Real.sq_sqrt (by positivity)
  have hq : r * r⁻¹ = 1 := mul_inv_cancel₀ hr.ne'
  unfold radialHamiltonian ringPotential ringEnergy
  rw [deriv_deriv_radialState _ _ hr, (hasDerivAt_radialState _ _ hr).deriv]
  generalize radialState (effAngMom a1 (m - φ)) (radialFreq a2 wc) r = f
  generalize effAngMom a1 (m - φ) = M at *
  generalize radialFreq a2 wc = W at *
  -- the 1/r² terms fix M, the r² terms fix W, and the constant terms give the energy
  linear_combination (-(1 / 2) * r⁻¹ ^ 2 * f) * hM + (-(1 / 2) * r ^ 2 * f) * hW
    + ((M * W + W / 2) * f) * hq

/-- The radial function is square integrable with the planar weight `r`. -/
theorem radialState_normalizable {a2 : ℝ} (h2 : 0 < a2) (a1 wc v : ℝ) :
    MeasureTheory.IntegrableOn
      (fun r => radialState (effAngMom a1 v) (radialFreq a2 wc) r ^ 2 * r) (Set.Ioi 0) := by
  have hM : 0 ≤ effAngMom a1 v := Real.sqrt_nonneg _
  have hW : 0 < radialFreq a2 wc := Real.sqrt_pos.2 (by positivity)
  generalize effAngMom a1 v = M at *
  generalize radialFreq a2 wc = W at *
  have base := integrableOn_rpow_mul_exp_neg_mul_sq hW (s := 2 * M + 1) (by linarith)
  refine base.congr_fun (fun r hr => ?_) measurableSet_Ioi
  have hr' : 0 < r := hr
  have e1 : r ^ (2 * M + 1) = r ^ M * r ^ M * r := by
    rw [show 2 * M + 1 = M + M + 1 by ring, Real.rpow_add hr', Real.rpow_add hr',
      Real.rpow_one]
  have e2 : Real.exp (-W * r ^ 2)
      = Real.exp (-W * r ^ 2 / 2) * Real.exp (-W * r ^ 2 / 2) := by
    rw [← Real.exp_add]
    congr 1
    ring
  show r ^ (2 * M + 1) * Real.exp (-W * r ^ 2)
    = (r ^ M * Real.exp (-W * r ^ 2 / 2)) ^ 2 * r
  rw [e1, e2]
  ring

/-- The derivative of the energy with respect to the flux `φ` is `-(W (m - φ) / M + wc / 2)`. -/
theorem energy_flux_derivative {a1 : ℝ} (h1 : 0 < a1) (a2 wc φ : ℝ) (m : ℤ) :
    HasDerivAt (fun t : ℝ => ringEnergy a1 a2 wc (m - t))
      (-(radialFreq a2 wc * (m - φ) / effAngMom a1 (m - φ) + wc / 2)) φ := by
  have d0 : HasDerivAt (fun t : ℝ => (m : ℝ) - t) (-1) φ :=
    (hasDerivAt_id' φ).const_sub (m : ℝ)
  have d1 : HasDerivAt (fun t : ℝ => ((m : ℝ) - t) ^ 2 + 2 * a1) (2 * (m - φ) * (-1)) φ :=
    ((d0.fun_pow 2).add_const (2 * a1)).congr_deriv (by norm_num)
  have d2 : HasDerivAt (fun t : ℝ => √(((m : ℝ) - t) ^ 2 + 2 * a1))
      (2 * (m - φ) * (-1) / (2 * √(((m : ℝ) - φ) ^ 2 + 2 * a1))) φ :=
    d1.sqrt (by positivity)
  refine (((d2.add_const 1).const_mul (radialFreq a2 wc)).fun_add
    ((d0.const_mul wc).div_const 2)).congr_deriv ?_
  unfold effAngMom
  ring

/-- With `a2 = a1 / r0⁴` the confinement is at least `2 a1 / r0²`, and it takes this value
only at the ring radius `r0`. -/
theorem ringPotential_min {a1 r0 r : ℝ} (h1 : 0 < a1) (h0 : 0 < r0) (hr : 0 < r) :
    2 * a1 / r0 ^ 2 ≤ ringPotential a1 (a1 / r0 ^ 4) r ∧
      (ringPotential a1 (a1 / r0 ^ 4) r = 2 * a1 / r0 ^ 2 ↔ r = r0) := by
  have key : ringPotential a1 (a1 / r0 ^ 4) r - 2 * a1 / r0 ^ 2
      = a1 * (r ^ 2 - r0 ^ 2) ^ 2 / (r ^ 2 * r0 ^ 4) := by
    unfold ringPotential
    field_simp
    ring
  have hpos : 0 ≤ a1 * (r ^ 2 - r0 ^ 2) ^ 2 / (r ^ 2 * r0 ^ 4) := by positivity
  refine ⟨by linarith, fun h => ?_, fun h => ?_⟩
  · rw [h, sub_self] at key
    have hne : r ^ 2 * r0 ^ 4 ≠ 0 := by positivity
    have hz := (mul_eq_zero.1 ((div_eq_zero_iff.1 key.symm).resolve_right hne)).resolve_left
      h1.ne'
    have hs : r ^ 2 - r0 ^ 2 = 0 := pow_eq_zero_iff two_ne_zero |>.1 hz
    exact (sq_eq_sq₀ hr.le h0.le).1 (by linarith)
  · have hz : a1 * (r ^ 2 - r0 ^ 2) ^ 2 / (r ^ 2 * r0 ^ 4) = 0 := by
      rw [h]
      simp
    linarith

/-- With `a2 = a1 / r0⁴`, the energy above `W + 2 a1 / r0²` lies below `(v + wc r0² / 2)² / (2 r0²)`
by at most `(v² - (wc r0² / 2)²)² / (16 a1 r0²)`. -/
theorem thin_ring_bound {a1 r0 : ℝ} (h1 : 0 < a1) (h0 : 0 < r0) (wc v : ℝ) :
    0 ≤ (v + wc * r0 ^ 2 / 2) ^ 2 / (2 * r0 ^ 2) - (ringEnergy a1 (a1 / r0 ^ 4) wc v
        - radialFreq (a1 / r0 ^ 4) wc - 2 * a1 / r0 ^ 2) ∧
    (v + wc * r0 ^ 2 / 2) ^ 2 / (2 * r0 ^ 2) - (ringEnergy a1 (a1 / r0 ^ 4) wc v
        - radialFreq (a1 / r0 ^ 4) wc - 2 * a1 / r0 ^ 2)
      ≤ (v ^ 2 - (wc * r0 ^ 2 / 2) ^ 2) ^ 2 / (16 * a1 * r0 ^ 2) := by
  have hM : effAngMom a1 v ^ 2 = v ^ 2 + 2 * a1 := Real.sq_sqrt (by positivity)
  have hW : radialFreq (a1 / r0 ^ 4) wc ^ 2 = 2 * (a1 / r0 ^ 4) + wc ^ 2 / 4 :=
    Real.sq_sqrt (by positivity)
  have hM0 : 0 ≤ effAngMom a1 v := Real.sqrt_nonneg _
  have hW0 : 0 ≤ radialFreq (a1 / r0 ^ 4) wc := Real.sqrt_nonneg _
  have hk : r0 ^ 4 * (a1 / r0 ^ 4) = a1 := mul_div_cancel₀ a1 (by positivity)
  unfold ringEnergy
  generalize radialFreq (a1 / r0 ^ 4) wc = W at *
  generalize effAngMom a1 v = M at *
  generalize a1 / r0 ^ 4 = a2 at *
  have hD : (v + wc * r0 ^ 2 / 2) ^ 2 / (2 * r0 ^ 2)
      - (W * (M + 1) + wc * v / 2 - W - 2 * a1 / r0 ^ 2)
      = (2 * a1 + (v ^ 2 + (wc * r0 ^ 2 / 2) ^ 2) / 2 - r0 ^ 2 * (W * M)) / r0 ^ 2 := by
    field_simp
    ring
  rw [hD]
  -- r0² W M is a geometric mean, compared here with the arithmetic mean
  have hP0 : 0 ≤ r0 ^ 2 * (W * M) := by positivity
  have hP : (r0 ^ 2 * (W * M)) ^ 2
      = (2 * a1 + v ^ 2) * (2 * a1 + (wc * r0 ^ 2 / 2) ^ 2) := by
    linear_combination (r0 ^ 4 * M ^ 2) * hW + (r0 ^ 4 * (2 * a2 + wc ^ 2 / 4)) * hM
      + (2 * (v ^ 2 + 2 * a1)) * hk
  generalize r0 ^ 2 * (W * M) = P at *
  have hA : 0 ≤ v ^ 2 := sq_nonneg _
  have hB : 0 ≤ (wc * r0 ^ 2 / 2) ^ 2 := sq_nonneg _
  generalize v ^ 2 = A at *
  generalize (wc * r0 ^ 2 / 2) ^ 2 = B at *
  have up : P ≤ 2 * a1 + (A + B) / 2 :=
    (sq_le_sq₀ hP0 (by positivity)).1 (by nlinarith [sq_nonneg (A - B)])
  have lo : 2 * a1 ≤ P :=
    (sq_le_sq₀ (by positivity) hP0).1
      (by nlinarith [mul_nonneg hA hB, mul_nonneg h1.le hA, mul_nonneg h1.le hB])
  refine ⟨div_nonneg (by linarith) (by positivity), ?_⟩
  have gap : 2 * a1 + (A + B) / 2 - P ≤ (A - B) ^ 2 / (16 * a1) := by
    rw [le_div_iff₀ (by positivity)]
    have hs : 0 ≤ 2 * a1 + (A + B) / 2 + P - 4 * a1 := by linarith
    nlinarith [mul_nonneg (sub_nonneg.2 up) hs]
  rw [← div_div]
  gcongr

/-- With `a2 = a1 / r0⁴`, as `a1` grows at fixed ring radius `r0`, the energy above `W + 2 a1 / r0²`
tends to `(m - φ + wc r0² / 2)² / (2 r0²)`. -/
theorem thin_ring_limit {r0 : ℝ} (h0 : 0 < r0) (wc φ : ℝ) (m : ℤ) :
    Tendsto (fun a1 : ℝ => ringEnergy a1 (a1 / r0 ^ 4) wc (m - φ)
        - radialFreq (a1 / r0 ^ 4) wc - 2 * a1 / r0 ^ 2) atTop
      (𝓝 (((m : ℝ) - φ + wc * r0 ^ 2 / 2) ^ 2 / (2 * r0 ^ 2))) := by
  let C : ℝ := (((m : ℝ) - φ) ^ 2 - (wc * r0 ^ 2 / 2) ^ 2) ^ 2
  let L : ℝ := ((m : ℝ) - φ + wc * r0 ^ 2 / 2) ^ 2 / (2 * r0 ^ 2)
  have hl : Tendsto (fun a : ℝ => L - C / (16 * r0 ^ 2) * a⁻¹) atTop (𝓝 L) := by
    have h := (tendsto_const_nhds (x := L) (f := (atTop : Filter ℝ))).sub
      ((tendsto_inv_atTop_zero (𝕜 := ℝ)).const_mul (C / (16 * r0 ^ 2)))
    rw [mul_zero, sub_zero] at h
    exact h
  refine tendsto_of_tendsto_of_tendsto_of_le_of_le' hl tendsto_const_nhds ?_ ?_
  · filter_upwards [eventually_gt_atTop (0 : ℝ)] with a ha
    have hb := (thin_ring_bound ha h0 wc (m - φ)).2
    have e : C / (16 * a * r0 ^ 2) = C / (16 * r0 ^ 2) * a⁻¹ := by
      rw [← div_eq_mul_inv, div_div]
      congr 1
      ring
    change L - _ ≤ C / (16 * a * r0 ^ 2) at hb
    rw [e] at hb
    linarith
  · filter_upwards [eventually_gt_atTop (0 : ℝ)] with a ha
    have hb := (thin_ring_bound ha h0 wc (m - φ)).1
    linarith

/-- With `a2 = a1 / r0⁴` and no magnetic field on the ring, `E - W (1 + √(2 a1))` tends to `(m - φ)²
/ (2 r0²)` as `a1` grows at fixed `r0`. -/
theorem thin_ring_limit_zero_field {r0 : ℝ} (h0 : 0 < r0) (φ : ℝ) (m : ℤ) :
    Tendsto (fun a1 : ℝ => ringEnergy a1 (a1 / r0 ^ 4) 0 (m - φ)
        - radialFreq (a1 / r0 ^ 4) 0 * (1 + √(2 * a1))) atTop
      (𝓝 (((m : ℝ) - φ) ^ 2 / (2 * r0 ^ 2))) := by
  have h := thin_ring_limit h0 0 φ m
  rw [zero_mul, zero_div, add_zero] at h
  refine h.congr' ?_
  filter_upwards [eventually_gt_atTop (0 : ℝ)] with a ha
  have hW : radialFreq (a / r0 ^ 4) 0 = √(2 * a) / r0 ^ 2 := by
    unfold radialFreq
    rw [show 2 * (a / r0 ^ 4) + (0 : ℝ) ^ 2 / 4 = 2 * a / (r0 ^ 2) ^ 2 by ring,
      Real.sqrt_div (by positivity), Real.sqrt_sq (by positivity)]
  have hk : radialFreq (a / r0 ^ 4) 0 * √(2 * a) = 2 * a / r0 ^ 2 := by
    rw [hW, div_mul_eq_mul_div, Real.mul_self_sqrt (by positivity)]
  linear_combination hk

end

end TanInksonRing
```

```lean
#print axioms TanInksonRing.radial_schrodinger
#print axioms TanInksonRing.energy_flux_derivative
#print axioms TanInksonRing.ringPotential_min
#print axioms TanInksonRing.thin_ring_limit_zero_field
```

```
'TanInksonRing.radial_schrodinger' depends on axioms: [propext, Classical.choice, Quot.sound]
'TanInksonRing.energy_flux_derivative' depends on axioms: [propext, Classical.choice, Quot.sound]
'TanInksonRing.ringPotential_min' depends on axioms: [propext, Classical.choice, Quot.sound]
'TanInksonRing.thin_ring_limit_zero_field' depends on axioms: [propext, Classical.choice, Quot.sound]
```

## What the theorems say and where they stop

`radialHamiltonian` is the operator above, built with `deriv` and evaluated at one radius. `effAngMom`, `radialFreq` and `ringEnergy` are $M$, $W$ and $E$; `wc` is $\omega_c$. The name `radialFreq` refers to the harmonic term $W^2r^2/2$ in the radial equation; the radial oscillation itself has frequency $2W$, twice its zero-point energy. `radial_schrodinger` states $Hf=Ef$ at every $r>0$, for integer `m` and real `φ`. `radialState_normalizable` gives integrability of $f^2r$ on $(0,\infty)$ for the unnormalised $f$. `thin_ring_bound` holds for any real $v$, and the two limit theorems use `Tendsto` with `a1` going to `atTop` at fixed $m$, $\phi$ and $r_0$.

The radial equation is the starting point: separation of the planar problem is assumed, as are a single spinless electron and a parabolic effective mass. One state is given for each $m$; the theorems do not identify it as the lowest, treat radial excitations or specify a self-adjoint domain. The flux derivative holds $\omega_c$ fixed, and its reading as a current is physical interpretation. At fixed $a_1$ the error equals $(M-r_0^2W)^2/(2r_0^2)$, which grows like $v^2$ for large $|v|$, so one value of $a_1$ does not serve all $m$ equally well. The bound grows like $v^4$ and is then far from sharp.

## How the proof follows the algebra

`hasDerivAt_radialState` is the product rule. `deriv_deriv_radialState` differentiates again, using the first formula throughout a neighbourhood of $r$. In `radial_schrodinger`, `linear_combination` inserts the squares of $M$ and $W$ with weights proportional to $1/r^2$ and $r^2$. `radialState_normalizable` rewrites $f^2r$ as a power times a Gaussian, whose integrability Mathlib supplies.

`energy_flux_derivative` is the chain rule, and `ringPotential_min` completes the square. In `thin_ring_bound`, `hD` reduces the difference to $(S-P)/r_0^2$ and `hP` is the formula for $P^2$. The steps `up` and `lo` give $P\le S$ and $2a_1\le P$ by comparing squares, and `gap` combines them into the upper bound. `thin_ring_limit` squeezes the energy between the limit and the limit minus a constant over $a_1$; `thin_ring_limit_zero_field` then substitutes $W\sqrt{2a_1}=2a_1/r_0^2$.
